# Two unit quaternions act identically on pure quaternions exactly when they agree up to sign

## A half turn about the z axis

Let i, j, k be the quaternion units, with i² = j² = k² = −1, ij = k, jk = i and ki = j; reversing the order of two different units changes the sign. Conjugation, written star, reverses the sign of i, j and k, so star(k) = −k. Multiply each unit by k on the left and by star(k) on the right:

k i star(k) = −(ki)k = −jk = −i

k j star(k) = −(kj)k = ik = −j

k k star(k) = −k³ = k

If i, j, k are read as the x, y and z directions, this is a half turn about z. Replacing k by −k changes nothing, because the sign enters twice and cancels. The results below show that this sign is the only ambiguity.

## Vectors as pure quaternions

A general quaternion is q = a + b i + c j + d k with real a, b, c, d, and its norm is ‖q‖ = √(a² + b² + c² + d²). A vector (x, y, z) is represented by the pure quaternion x i + y j + z k, whose real part is zero. A quaternion q acts on v by

R(v) = q v star(q).

For ‖q‖ = 1 the following hold.

- R sends pure quaternions to pure quaternions of equal norm, and it preserves the cross product.
- Acting with q₂ and then with q₁ is the action of q₁q₂.
- R fixes every pure v exactly when q = 1 or q = −1.
- Unit quaternions p and q act identically on all pure v exactly when p = q or p = −q.
- Pure u and w are related by some unit quaternion exactly when ‖u‖ = ‖w‖.

R is linear, because multiplication is distributive and real factors commute with every quaternion, so preserving lengths and cross products makes it a proper rotation. In a simulation of rigid molecules whose orientations are stored as unit quaternions, q and −q therefore describe the same orientation, and a comparison of two orientations has to allow for the sign.

## Lengths, products and handedness

For unit q, star(q) q = q star(q) = ‖q‖² = 1. Multiplying q v star(q) = w on the right by q, or going back with star(q), gives

R(v) = w exactly when q v = w q.

Conjugation reverses products. If v is pure, then star(v) = −v, and

star(q v star(q)) = q star(v) star(q) = −q v star(q),

so R(v) has no real part. The norm is multiplicative, hence ‖R(v)‖ = ‖q‖ ‖v‖ ‖star(q)‖ = ‖v‖. The composition rule follows from star(q₁q₂) = star(q₂) star(q₁):

(q₁q₂) v star(q₁q₂) = q₁ (q₂ v star(q₂)) star(q₁).

For pure u and v the quaternion product is uv = −u·v + u×v, so the commutator is uv − vu = 2 u×v. Inserting star(q) q = 1 between the factors gives R(uv) = R(u)R(v). Therefore

2 R(u×v) = R(uv) − R(vu) = R(u)R(v) − R(v)R(u) = 2 R(u)×R(v).

## Why only the sign is left

Suppose that R fixes every pure v. Then q commutes with i and with j. Written out,

q i = −b + a i + d j − c k,  i q = −b + a i − d j + c k

q j = −c − d i + a j + b k,  j q = −c + d i + a j − b k

The first line gives c = d = 0 and the second gives b = 0. The norm condition becomes a² = 1, so q = 1 or q = −1. Both clearly fix every v.

If p and q act identically on pure vectors, put r = star(q) p, which again has norm 1. Then

r v star(r) = star(q) (p v star(p)) q = star(q) (q v star(q)) q = v,

so r = 1 or r = −1, and p = q r is q or −q. The converse holds because the two signs cancel.

The commutation step by itself gives a neighbouring result. Without any condition on the norm, a quaternion that commutes with i and j is real, so the centre of the quaternions consists of the real numbers.

## Turning one vector into another

If a unit quaternion carries u to w, their norms agree. Conversely, let u and w be pure with equal norm. Since u star(u) = ‖u‖² and star(u) = −u, we have u² = −‖u‖² = w², and so

(u + w) u = u² + w u = w² + w u = w (u + w).

If u + w ≠ 0, the unit quaternion q = (u + w)/‖u + w‖ satisfies q u = w q and carries u to w. Geometrically it is a half turn about the bisector.

If w = −u, write u = x i + y j + z k. When x and y are not both zero, p = −y i + x j is perpendicular to u. Perpendicular pure quaternions anticommute, so p u = −u p, and q = p/√(x² + y²) reverses u. When x = y = 0, q = i does so, and this includes u = 0.

## The statements in Lean

The type `ℍ[ℝ]` is that of real quaternions, with components `re`, `imI`, `imJ` and `imK`. A vector of space is not a separate type: it is a quaternion `v` with the hypothesis `v.re = 0`, and `vec x y z` builds one from Cartesian components. The action is `rotate q v`, and in `rotate (q₁ * q₂) v` the factor `q₂` acts first. The function `cross` uses only the imaginary parts of its arguments, and the action keeps a real part real, since q a star(q) = a‖q‖² for real a. Hence `rotate_cross` holds for all quaternions `u` and `v`, not only for pure ones.

The hypothesis `‖q‖ = 1` says that the motion does not stretch: a general q multiplies lengths by ‖q‖². It is an exact equality of real numbers, whereas a quaternion stored in floating point generally satisfies it only up to rounding. The theorems give no axis or angle, and they do not show that every rotation of space comes from a unit quaternion, since `exists_rotate_eq_iff` matches one vector at a time.

```lean
import Mathlib

open scoped Quaternion

namespace QuaternionRotation

noncomputable section

/-- The action of a quaternion `q` on a quaternion `v`, namely `q v star(q)`. -/
def rotate (q v : ℍ[ℝ]) : ℍ[ℝ] := q * v * star q

/-- The pure quaternion with Cartesian components `x`, `y`, `z`. -/
def vec (x y z : ℝ) : ℍ[ℝ] := ⟨0, x, y, z⟩

/-- The real part of `vec x y z` vanishes and its imaginary parts are `x`, `y`, `z`. -/
@[simp] theorem vec_components (x y z : ℝ) :
    (vec x y z).re = 0 ∧ (vec x y z).imI = x ∧ (vec x y z).imJ = y ∧ (vec x y z).imK = z :=
  ⟨rfl, rfl, rfl, rfl⟩

/-- The cross product of the imaginary parts of two quaternions, as a pure quaternion. -/
def cross (u v : ℍ[ℝ]) : ℍ[ℝ] :=
  vec (u.imJ * v.imK - u.imK * v.imJ) (u.imK * v.imI - u.imI * v.imK)
    (u.imI * v.imJ - u.imJ * v.imI)

/-- A unit quaternion is inverted by its conjugate, on either side. -/
theorem unit_inverse {q : ℍ[ℝ]} (hq : ‖q‖ = 1) : star q * q = 1 ∧ q * star q = 1 := by
  have hn : Quaternion.normSq q = 1 := by
    rw [Quaternion.normSq_eq_norm_mul_self, hq, one_mul]
  constructor
  · rw [Quaternion.star_mul_self, hn, Quaternion.coe_one]
  · rw [Quaternion.self_mul_star, hn, Quaternion.coe_one]

/-- A unit quaternion `q` carries `v` to `w` exactly when `q v = w q`. -/
theorem rotate_eq_iff {q : ℍ[ℝ]} (hq : ‖q‖ = 1) (v w : ℍ[ℝ]) :
    rotate q v = w ↔ q * v = w * q := by
  obtain ⟨h1, h2⟩ := unit_inverse hq
  constructor
  · intro h
    rw [← h, rotate, mul_assoc (q * v), h1, mul_one]
  · intro h
    rw [rotate, h, mul_assoc, h2, mul_one]

/-- The action of a unit quaternion sends pure quaternions to pure quaternions and preserves their
norm. -/
theorem rotate_pure_norm {q v : ℍ[ℝ]} (hq : ‖q‖ = 1) (hv : v.re = 0) :
    (rotate q v).re = 0 ∧ ‖rotate q v‖ = ‖v‖ := by
  constructor
  · simp [rotate, hv]
    ring
  · simp [rotate, hq]

/-- Acting with `q₂` and then with `q₁` is the action of the product `q₁ q₂`. -/
theorem rotate_mul (q₁ q₂ v : ℍ[ℝ]) :
    rotate (q₁ * q₂) v = rotate q₁ (rotate q₂ v) := by
  simp only [rotate, star_mul, mul_assoc]

/-- The action of a unit quaternion preserves the cross product. -/
theorem rotate_cross {q : ℍ[ℝ]} (hq : ‖q‖ = 1) (u v : ℍ[ℝ]) :
    rotate q (cross u v) = cross (rotate q u) (rotate q v) := by
  -- the commutator is twice the cross product
  have hc : ∀ a b : ℍ[ℝ], cross a b + cross a b = a * b - b * a := by
    intro a b
    ext <;> simp [cross] <;> ring
  -- the action is multiplicative
  have hm : ∀ a b : ℍ[ℝ], rotate q (a * b) = rotate q a * rotate q b := by
    intro a b
    calc rotate q (a * b) = q * a * (star q * q) * b * star q := by
          rw [(unit_inverse hq).1]
          simp only [rotate, mul_one, mul_assoc]
      _ = rotate q a * rotate q b := by simp only [rotate, mul_assoc]
  have h2 : (2 : ℝ) • rotate q (cross u v) = (2 : ℝ) • cross (rotate q u) (rotate q v) := by
    rw [two_smul, two_smul, hc, ← hm, ← hm]
    calc rotate q (cross u v) + rotate q (cross u v)
        = rotate q (cross u v + cross u v) := by simp only [rotate, mul_add, add_mul]
      _ = rotate q (u * v) - rotate q (v * u) := by
          rw [hc]
          simp only [rotate, mul_sub, sub_mul]
  exact smul_right_injective _ (two_ne_zero : (2 : ℝ) ≠ 0) h2

/-- A unit quaternion fixes every pure quaternion exactly when it is `1` or `-1`. -/
theorem rotate_fixes_all_iff {q : ℍ[ℝ]} (hq : ‖q‖ = 1) :
    (∀ v : ℍ[ℝ], v.re = 0 → rotate q v = v) ↔ q = 1 ∨ q = -1 := by
  constructor
  · intro h
    -- q commutes with the units i and j
    have hi := (rotate_eq_iff hq _ _).1 (h (vec 1 0 0) rfl)
    have hj := (rotate_eq_iff hq _ _).1 (h (vec 0 1 0) rfl)
    have e1 := congrArg (fun x : ℍ[ℝ] => x.imK) hi
    have e2 := congrArg (fun x : ℍ[ℝ] => x.imJ) hi
    have e3 := congrArg (fun x : ℍ[ℝ] => x.imK) hj
    simp at e1 e2 e3
    have hJ : q.imJ = 0 := by linarith
    have hK : q.imK = 0 := by linarith
    have hI : q.imI = 0 := by linarith
    -- the norm fixes the remaining real part up to sign
    have hn : Quaternion.normSq q = 1 := by
      rw [Quaternion.normSq_eq_norm_mul_self, hq, one_mul]
    rw [Quaternion.normSq_def', hI, hJ, hK] at hn
    have hr : (q.re - 1) * (q.re + 1) = 0 := by linarith
    rcases mul_eq_zero.1 hr with h1 | h1
    · left
      have h2 : q.re = 1 := by linarith
      ext <;> simp [h2, hI, hJ, hK]
    · right
      have h2 : q.re = -1 := by linarith
      ext <;> simp [h2, hI, hJ, hK]
  · rintro (rfl | rfl) v _ <;> simp [rotate]

/-- Two unit quaternions act identically on all pure quaternions exactly when they are
equal up to sign. -/
theorem rotate_eq_rotate_iff {p q : ℍ[ℝ]} (hp : ‖p‖ = 1) (hq : ‖q‖ = 1) :
    (∀ v : ℍ[ℝ], v.re = 0 → rotate p v = rotate q v) ↔ p = q ∨ p = -q := by
  obtain ⟨h1, h2⟩ := unit_inverse hq
  constructor
  · intro h
    have hr : ‖star q * p‖ = 1 := by simp [hp, hq]
    -- undoing q after p fixes every pure quaternion
    have hfix : ∀ v : ℍ[ℝ], v.re = 0 → rotate (star q * p) v = v := by
      intro v hv
      rw [rotate_mul, h v hv, ← rotate_mul, h1]
      simp [rotate]
    have hpq : p = q * (star q * p) := by rw [← mul_assoc, h2, one_mul]
    rcases (rotate_fixes_all_iff hr).1 hfix with h3 | h3
    · left
      rw [hpq, h3, mul_one]
    · right
      rw [hpq, h3, mul_neg, mul_one]
  · rintro (rfl | rfl) v _ <;> simp [rotate]

/-- Two pure quaternions are related by the action of some unit quaternion exactly when
they have equal norm. -/
theorem exists_rotate_eq_iff {u w : ℍ[ℝ]} (hu : u.re = 0) (hw : w.re = 0) :
    (∃ q : ℍ[ℝ], ‖q‖ = 1 ∧ rotate q u = w) ↔ ‖u‖ = ‖w‖ := by
  constructor
  · rintro ⟨q, hq, rfl⟩
    exact (rotate_pure_norm hq hu).2.symm
  · intro h
    -- any nonzero p with p u = w p can be normalised
    suffices hp : ∃ p : ℍ[ℝ], p ≠ 0 ∧ p * u = w * p by
      obtain ⟨p, hp0, hpu⟩ := hp
      have hn : ‖(‖p‖⁻¹ : ℝ) • p‖ = 1 := by
        rw [norm_smul, norm_inv, norm_norm]
        exact inv_mul_cancel₀ (norm_ne_zero_iff.2 hp0)
      refine ⟨(‖p‖⁻¹ : ℝ) • p, hn, (rotate_eq_iff hn u w).2 ?_⟩
      rw [smul_mul_assoc, mul_smul_comm, hpu]
    by_cases h0 : u + w = 0
    · -- opposite vectors: take p perpendicular to u
      have hwu : w = -u := (neg_eq_of_add_eq_zero_right h0).symm
      subst hwu
      by_cases hz : u.imI = 0 ∧ u.imJ = 0
      · refine ⟨vec 1 0 0, fun hc => ?_, ?_⟩
        · have := congrArg (fun x : ℍ[ℝ] => x.imI) hc
          simp at this
        · ext <;> simp [hu, hz.1, hz.2]
      · refine ⟨vec (-u.imJ) u.imI 0, fun hc => hz ?_, ?_⟩
        · have a := congrArg (fun x : ℍ[ℝ] => x.imI) hc
          have b := congrArg (fun x : ℍ[ℝ] => x.imJ) hc
          simp at a b
          exact ⟨b, a⟩
        · ext <;> simp [hu] <;> ring
    · -- otherwise the bisector u + w works, since u² = w²
      have hsq : ∀ v : ℍ[ℝ], v.re = 0 → v * v = -((‖v‖ * ‖v‖ : ℝ) : ℍ[ℝ]) := by
        intro v hv
        have hs : star v = -v := by ext <;> simp [hv]
        have h3 := Quaternion.self_mul_star v
        rw [hs, mul_neg, Quaternion.normSq_eq_norm_mul_self] at h3
        rw [← h3, neg_neg]
      refine ⟨u + w, h0, ?_⟩
      rw [add_mul, mul_add, hsq u hu, hsq w hw, h, add_comm]

end

end QuaternionRotation
```

```lean
#print axioms QuaternionRotation.vec_components
#print axioms QuaternionRotation.rotate_cross
#print axioms QuaternionRotation.rotate_eq_rotate_iff
#print axioms QuaternionRotation.exists_rotate_eq_iff
```

```
'QuaternionRotation.vec_components' depends on axioms: [propext, Classical.choice, Quot.sound]
'QuaternionRotation.rotate_cross' depends on axioms: [propext, Classical.choice, Quot.sound]
'QuaternionRotation.rotate_eq_rotate_iff' depends on axioms: [propext, Classical.choice, Quot.sound]
'QuaternionRotation.exists_rotate_eq_iff' depends on axioms: [propext, Classical.choice, Quot.sound]
```

## How the proof follows the algebra

`unit_inverse` turns the norm condition into star(q) q = q star(q) = 1, using `Quaternion.normSq`, the squared norm. `rotate_eq_iff` then replaces the action by the equation q v = w q, which is easier to work with in both later existence and uniqueness arguments.

In `rotate_pure_norm` the real part is expanded in components and `ring` shows that it vanishes, where the derivation above used conjugation. The norm part is multiplicativity, applied by `simp`. `rotate_mul` is the reversal of products under `star` together with associativity.

`rotate_cross` has two internal steps. The commutator identity `hc` is checked component by component, and `hm` inserts `star q * q` to show that the action is multiplicative. Together they give twice the desired equation, `h2`, and `smul_right_injective` cancels the factor 2.

`rotate_fixes_all_iff` applies the hypothesis only to `vec 1 0 0` and `vec 0 1 0`, that is, to i and j. The equations `e1`, `e2` and `e3` are the components that force c, d and b to vanish, in that order. The norm condition is then factored as (a − 1)(a + 1) = 0, and each factor gives one sign.

`rotate_eq_rotate_iff` applies this theorem to `star q * p`; `hfix` is the calculation with r, and `hpq` recovers p from it.

In `exists_rotate_eq_iff`, the `suffices` step reduces the task to finding a nonzero p with p u = w p, which is then divided by its norm. The case split on `u + w = 0` separates opposite vectors from the rest. Opposite vectors get the explicit perpendicular quaternions, with a further split on whether u lies along z. In the remaining case `hsq` supplies v² = −‖v‖², and the bisector u + w finishes the proof.
